# Removing the free parameter from the Lewin–Lieb gradient-corrected bound

Electrons avoid one another, so their Coulomb repulsion energy can lie below the classical self-repulsion of their density $n$, and the Lewin–Lieb inequality limits this lowering by an expression in $n$, its gradient and a free parameter $t>0$. For a nonnegative, continuously differentiable density that is not identically zero and has finite $\int n^{4/3}$ and $\int\|\nabla n\|$, imposing the inequality for every $t>0$ is equivalent to imposing one bound that contains no $t$.

```lean
import Mathlib

open MeasureTheory

namespace GradientLiebOxford

noncomputable section

/-- Three-dimensional position space. -/
abbrev Space := EuclideanSpace ℝ (Fin 3)

/-- The local-density integral `∫ n^(4/3)`. -/
def ldaIntegral (n : Space → ℝ) : ℝ := ∫ x, n x ^ (4 / 3 : ℝ)

/-- The gradient integral `∫ ‖∇n‖`. -/
def gradIntegral (n : Space → ℝ) : ℝ := ∫ x, ‖gradient n x‖

/-- A continuously differentiable, nonnegative density that is not identically zero and has
finite local-density and gradient integrals. -/
structure IsAdmissible (n : Space → ℝ) : Prop where
  smooth : ContDiff ℝ 1 n
  nonneg : ∀ x, 0 ≤ n x
  nonzero : ∃ x, n x ≠ 0
  lda_integrable : Integrable (fun x => n x ^ (4 / 3 : ℝ))
  grad_integrable : Integrable (fun x => ‖gradient n x‖)

/-- The Lewin-Lieb expression `(a + t) A + c B / t^3` with free parameter `t ≠ 0`. -/
def lewinLiebBound (a c A B t : ℝ) : ℝ := (a + t) * A + c * B / t ^ 3

/-- The parameter-free expression `a A + (4/3) (3 c B)^(1/4) A^(3/4)`,
for `A ≥ 0` and `c B ≥ 0`. -/
def optimizedBound (a c A B : ℝ) : ℝ :=
  a * A + 4 / 3 * (3 * c * B) ^ (1 / 4 : ℝ) * A ^ (3 / 4 : ℝ)

/-- The parameter `(3 c B / A)^(1/4)`, for `A > 0` and `c B ≥ 0`. -/
def optimalParameter (c A B : ℝ) : ℝ := (3 * c * B / A) ^ (1 / 4 : ℝ)

/-- For positive `A`, `B`, `c`, `t`, the excess of the Lewin-Lieb expression over the
parameter-free one is a square times a quadratic form, divided by `3 t^3`. -/
theorem excess_eq (a : ℝ) {c A B t : ℝ} (hc : 0 < c) (hA : 0 < A) (hB : 0 < B) (ht : 0 < t) :
    lewinLiebBound a c A B t - optimizedBound a c A B =
      (t * A ^ (1 / 4 : ℝ) - (3 * c * B) ^ (1 / 4 : ℝ)) ^ 2 *
        (3 * (t * A ^ (1 / 4 : ℝ)) ^ 2
          + 2 * (t * A ^ (1 / 4 : ℝ)) * (3 * c * B) ^ (1 / 4 : ℝ)
          + ((3 * c * B) ^ (1 / 4 : ℝ)) ^ 2) / (3 * t ^ 3) := by
  have r4 : ∀ x : ℝ, 0 ≤ x → (x ^ (1 / 4 : ℝ)) ^ 4 = x := fun x hx => by
    rw [← Real.rpow_natCast, ← Real.rpow_mul hx]
    norm_num
  have h3 : A ^ (3 / 4 : ℝ) = (A ^ (1 / 4 : ℝ)) ^ 3 := by
    rw [← Real.rpow_natCast, ← Real.rpow_mul hA.le]
    norm_num
  -- the identity in terms of the fourth roots p of A and q of 3cB
  have key : ∀ p q : ℝ, (a + t) * p ^ 4 + q ^ 4 / 3 / t ^ 3 - (a * p ^ 4 + 4 / 3 * q * p ^ 3) =
      (t * p - q) ^ 2 * (3 * (t * p) ^ 2 + 2 * (t * p) * q + q ^ 2) / (3 * t ^ 3) := by
    intro p q
    field_simp
    ring
  have e := key (A ^ (1 / 4 : ℝ)) ((3 * c * B) ^ (1 / 4 : ℝ))
  rw [r4 A hA.le, r4 (3 * c * B) (by positivity), ← h3] at e
  rw [← e]
  unfold lewinLiebBound optimizedBound
  ring

/-- For positive `A`, `B`, `c`, the Lewin-Lieb expression at `t > 0` equals the parameter-free
one exactly when `t` is the optimal parameter. -/
theorem bound_eq_iff (a : ℝ) {c A B t : ℝ} (hc : 0 < c) (hA : 0 < A) (hB : 0 < B)
    (ht : 0 < t) :
    lewinLiebBound a c A B t = optimizedBound a c A B ↔ t = optimalParameter c A B := by
  have e := excess_eq a hc hA hB ht
  have hp : 0 < A ^ (1 / 4 : ℝ) := Real.rpow_pos_of_pos hA _
  have hq : 0 < (3 * c * B) ^ (1 / 4 : ℝ) := Real.rpow_pos_of_pos (by positivity) _
  have ho : optimalParameter c A B = (3 * c * B) ^ (1 / 4 : ℝ) / A ^ (1 / 4 : ℝ) :=
    Real.div_rpow (by positivity) hA.le _
  rw [ho, eq_div_iff hp.ne']
  generalize A ^ (1 / 4 : ℝ) = p at *
  generalize (3 * c * B) ^ (1 / 4 : ℝ) = q at *
  constructor
  · intro h
    rw [h, sub_self] at e
    have hpos : 0 < 3 * (t * p) ^ 2 + 2 * (t * p) * q + q ^ 2 := by positivity
    have h3 : 3 * t ^ 3 ≠ 0 := by positivity
    have h0 := (div_eq_zero_iff.mp e.symm).resolve_right h3
    have h1 := (mul_eq_zero.mp h0).resolve_right hpos.ne'
    exact sub_eq_zero.mp (pow_eq_zero_iff two_ne_zero |>.mp h1)
  · intro h
    rw [h, sub_self] at e
    apply sub_eq_zero.mp
    rw [e]
    simp

/-- For positive `A`, `B`, `c`, a number `X` obeys the Lewin-Lieb bound for all `t > 0` exactly
when it obeys the parameter-free bound. -/
theorem forall_bound_iff (X a : ℝ) {c A B : ℝ} (hc : 0 < c) (hA : 0 < A) (hB : 0 < B) :
    (∀ t : ℝ, 0 < t → X ≤ lewinLiebBound a c A B t) ↔ X ≤ optimizedBound a c A B := by
  constructor
  · intro h
    have ht : 0 < optimalParameter c A B := Real.rpow_pos_of_pos (by positivity) _
    exact (h _ ht).trans_eq ((bound_eq_iff a hc hA hB ht).mpr rfl)
  · intro h t ht
    have hp : 0 < A ^ (1 / 4 : ℝ) := Real.rpow_pos_of_pos hA _
    have hq : 0 < (3 * c * B) ^ (1 / 4 : ℝ) := Real.rpow_pos_of_pos (by positivity) _
    have h0 : 0 ≤ lewinLiebBound a c A B t - optimizedBound a c A B := by
      rw [excess_eq a hc hA hB ht]
      positivity
    linarith

/-- A continuous, nonnegative, integrable function on space that is nonzero somewhere has a
positive integral. -/
theorem integral_pos_of_continuous {f : Space → ℝ} (hf : Continuous f) (h0 : ∀ x, 0 ≤ f x)
    (hi : Integrable f) (hx : ∃ x, f x ≠ 0) : 0 < ∫ x, f x := by
  rw [integral_pos_iff_support_of_nonneg h0 hi]
  exact (isOpen_ne_fun hf continuous_const).measure_pos volume hx

/-- An admissible density has positive local-density and gradient integrals. -/
theorem integrals_pos {n : Space → ℝ} (hn : IsAdmissible n) :
    0 < ldaIntegral n ∧ 0 < gradIntegral n := by
  obtain ⟨x₀, hx₀⟩ := hn.nonzero
  have hpos : 0 < n x₀ := lt_of_le_of_ne (hn.nonneg x₀) (Ne.symm hx₀)
  have hpow : n x₀ ^ (4 / 3 : ℝ) ≠ 0 := (Real.rpow_pos_of_pos hpos _).ne'
  have hg : ∀ x, ‖gradient n x‖ = ‖fderiv ℝ n x‖ := fun x =>
    LinearIsometryEquiv.norm_map _ _
  constructor
  · exact integral_pos_of_continuous
      (hn.smooth.continuous.rpow_const fun _ => Or.inr (by norm_num))
      (fun x => Real.rpow_nonneg (hn.nonneg x) _) hn.lda_integrable ⟨x₀, hpow⟩
  · refine integral_pos_of_continuous ?_ (fun x => norm_nonneg _) hn.grad_integrable ?_
    · simp only [hg]
      exact (hn.smooth.continuous_fderiv one_ne_zero).norm
    · -- if the gradient vanished everywhere, `n` would be a nonzero constant and `n^(4/3)` would
      -- not be integrable over all of space
      by_contra hcon
      have hz : ∀ x, fderiv ℝ n x = 0 := fun x => by
        by_contra hx
        exact hcon ⟨x, by rw [hg]; exact norm_ne_zero_iff.mpr hx⟩
      have hconst : ∀ x, n x = n x₀ := fun x =>
        is_const_of_fderiv_eq_zero (hn.smooth.differentiable one_ne_zero) hz x x₀
      have hi := hn.lda_integrable
      simp only [hconst] at hi
      rcases integrable_const_iff.mp hi with h | h
      · exact hpow h
      · have := h
        have : NoncompactSpace Space := NormedSpace.noncompactSpace ℝ Space
        exact measure_ne_top (volume : Measure Space) Set.univ
          (measure_univ_of_isAddLeftInvariant volume)

/-- For an admissible density and `c > 0`, an energy `X` obeys the Lewin-Lieb gradient-corrected
bound for all `t > 0` exactly when it obeys the parameter-free bound. -/
theorem lewinLieb_iff_optimized {n : Space → ℝ} (hn : IsAdmissible n) (X a : ℝ) {c : ℝ}
    (hc : 0 < c) :
    (∀ t : ℝ, 0 < t → X ≤ (a + t) * (∫ x, n x ^ (4 / 3 : ℝ))
        + c * (∫ x, ‖gradient n x‖) / t ^ 3) ↔
      X ≤ a * (∫ x, n x ^ (4 / 3 : ℝ)) + 4 / 3 * (3 * c * ∫ x, ‖gradient n x‖) ^ (1 / 4 : ℝ)
        * (∫ x, n x ^ (4 / 3 : ℝ)) ^ (3 / 4 : ℝ) :=
  forall_bound_iff X a hc (integrals_pos hn).1 (integrals_pos hn).2

/-- If an admissible density has `∫ ‖∇n‖ ≤ δ ∫ n^(4/3)` and `X` obeys the Lewin-Lieb bound for
all `t > 0` with `c > 0`, then `X ≤ (a + (4/3) (3 c δ)^(1/4)) ∫ n^(4/3)`. -/
theorem slowly_varying_bound {n : Space → ℝ} (hn : IsAdmissible n) {X a c δ : ℝ} (hc : 0 < c)
    (hδ : gradIntegral n ≤ δ * ldaIntegral n)
    (h : ∀ t : ℝ, 0 < t → X ≤ lewinLiebBound a c (ldaIntegral n) (gradIntegral n) t) :
    X ≤ (a + 4 / 3 * (3 * c * δ) ^ (1 / 4 : ℝ)) * ldaIntegral n := by
  obtain ⟨hA, hB⟩ := integrals_pos hn
  have hX := (forall_bound_iff X a hc hA hB).mp h
  unfold optimizedBound at hX
  generalize ldaIntegral n = A at *
  generalize gradIntegral n = B at *
  have hd : 0 < δ := pos_of_mul_pos_left (hB.trans_le hδ) hA.le
  have h1 : (3 * c * B) ^ (1 / 4 : ℝ) ≤ (3 * c * δ) ^ (1 / 4 : ℝ) * A ^ (1 / 4 : ℝ) := by
    rw [← Real.mul_rpow (by positivity) hA.le]
    apply Real.rpow_le_rpow (by positivity) _ (by norm_num)
    calc 3 * c * B ≤ 3 * c * (δ * A) := by gcongr
      _ = 3 * c * δ * A := by ring
  -- the powers 1/4 and 3/4 of A recombine to A
  have h2 : A ^ (1 / 4 : ℝ) * A ^ (3 / 4 : ℝ) = A := by
    rw [← Real.rpow_add hA]
    norm_num
  have h3 := mul_le_mul_of_nonneg_right h1 (Real.rpow_nonneg hA.le (3 / 4 : ℝ))
  rw [mul_assoc ((3 * c * δ) ^ (1 / 4 : ℝ)), h2] at h3
  linarith

end

end GradientLiebOxford
```

```lean
#print axioms GradientLiebOxford.lewinLieb_iff_optimized
#print axioms GradientLiebOxford.slowly_varying_bound
```

```
'GradientLiebOxford.lewinLieb_iff_optimized' depends on axioms: [propext, Classical.choice, Quot.sound]
'GradientLiebOxford.slowly_varying_bound' depends on axioms: [propext, Classical.choice, Quot.sound]
```

## One inequality in place of a family

Write
$$A=\int n^{4/3},\qquad B=\int\|\nabla n\|,$$
with both integrals over three-dimensional space. Let $X$ and $a$ be real numbers and let $c>0$. The main theorem, `lewinLieb_iff_optimized`, says that
$$X\le (a+t)A+\frac{cB}{t^3}\quad\text{for all } t>0$$
holds exactly when
$$X\le aA+\tfrac43(3cB)^{1/4}A^{3/4}.$$

A small $t$ keeps the local-density term small but inflates the gradient term, and a large $t$ does the opposite. The second inequality is what remains after the best compromise has been made for the given density. Since the statement is an equivalence, no information in the family is lost.

Three further theorems say more about the two expressions, which are named `lewinLiebBound` and `optimizedBound`:

- `forall_bound_iff` is the same equivalence for arbitrary positive numbers $A$ and $B$, whether or not they come from a density.
- `bound_eq_iff` says that the two expressions agree at a positive $t$ exactly when $t=(3cB/A)^{1/4}$, the value called `optimalParameter`.
- `slowly_varying_bound` treats a density with $B\le\delta A$ for some real $\delta$. If $X$ obeys the whole family, then
$$X\le\left(a+\tfrac43(3c\delta)^{1/4}\right)A,$$
which is a bound by the local-density integral alone.

## The density, the energy and the constants

The physical quantity behind $X$ is minus the indirect Coulomb energy, that is, the classical self-repulsion of the density minus the expectation value of the electron–electron repulsion. In Lean, however, `X` is any real number, and no wave function appears. The step from the theorem to a real many-electron state is the Lewin–Lieb inequality itself: that the energy of the state obeys the family for particular constants $a$ and $c$. This enters as a hypothesis on `X`; what is proved is the elimination of $t$.

The constant $a$ is the coefficient of the local-density term that remains when the density varies very slowly. The constant $c$ sets how much this bound is loosened when the density is inhomogeneous. Neither is given a numerical value, and $a$ may have any sign. In atomic units $A$ and $B$ both have the dimension of an inverse length, so $a$, $c$, $t$ and $\delta$ are pure numbers.

A density is a function `n : Space → ℝ`, where `Space` is three-dimensional Euclidean space, so the norm of the gradient is the usual length of a vector. The definitions `ldaIntegral` and `gradIntegral` are the Lebesgue integrals $A$ and $B$. The density is written $n$ here; much of the mathematical literature writes $\rho$.

The structure `IsAdmissible` collects the conditions on $n$: it is continuously differentiable, nonnegative and nonzero somewhere, and both integrands are integrable. The last two conditions carry real content, because Lean assigns the value zero to the integral of a function that is not integrable. The number of electrons is not fixed, and $\int n$ need not even be finite.

Continuous differentiability is an idealisation. The ground-state electron density of an atom with a point nucleus has a cusp at the nucleus and is therefore not admissible. For such a density one can still apply `forall_bound_iff` to the numbers $A$ and $B$, once they are known to be finite and positive.

Inequalities of this type serve as constraints on approximate exchange–correlation functionals in density-functional theory, and the present result puts one of them into parameter-free form for continuously differentiable densities, with the underlying inequality assumed.

## Finding the optimum and factoring the excess

Calculus finds the optimal parameter. For fixed positive $A$ and $B$, the derivative of the family's right-hand side with respect to $t$ is
$$A-\frac{3cB}{t^4},$$
which vanishes at $t_*=(3cB/A)^{1/4}$. There $cB/t_*^3=t_*A/3$, so the terms beyond $aA$ add up to
$$t_*A+\tfrac13t_*A=\tfrac43t_*A=\tfrac43(3cB)^{1/4}A^{3/4}.$$

The Lean proof needs no derivative. It shows by algebra that the family never falls below this value. Put
$$p=A^{1/4},\qquad q=(3cB)^{1/4},\qquad u=tp.$$
Then $A=p^4$, $cB=q^4/3$ and $A^{3/4}=p^3$. The term $aA$ cancels in the difference of the two bounds, which leaves
$$tp^4+\frac{q^4}{3t^3}-\frac43qp^3=\frac{3u^4-4u^3q+q^4}{3t^3}.$$
The numerator has a double root at $u=q$:
$$3u^4-4u^3q+q^4=(u-q)^2(3u^2+2uq+q^2).$$
Multiplying out the right-hand side confirms this, since the terms in $u^2q^2$ and $uq^3$ cancel.

This is the theorem `excess_eq`. Its proof first records that the fourth power of $x^{1/4}$ is $x$ for $x\ge0$, and that $A^{3/4}$ is the cube of $A^{1/4}$. The identity in $p$ and $q$ is then a rational one, which `field_simp` and `ring` settle by clearing denominators and comparing polynomials.

Both scalar theorems follow from the factored form. Since $u$ and $q$ are positive, so is the quadratic factor. The excess is therefore nonnegative, and it vanishes only when $u=q$, that is, when $t=q/p=t_*$. This is `bound_eq_iff`; its proof sets the product to zero and discards the factors that cannot vanish.

For `forall_bound_iff`, suppose first that $X$ obeys the family for every $t>0$. Taking $t=t_*$ gives the parameter-free bound. Conversely, suppose that $X$ obeys the parameter-free bound. For each $t>0$ the family's right-hand side is at least as large, because the excess is nonnegative, so $X$ obeys that inequality too. In Lean, `positivity` establishes the sign of the excess and `linarith` combines the two inequalities.

## Why both integrals are positive

To pass from numbers to densities, one needs $A>0$ and $B>0$. The lemma `integral_pos_of_continuous` supplies the common argument. If a continuous, nonnegative, integrable function is nonzero at some point, the set where it is nonzero is open and nonempty. Such a set has positive volume, so the integral is positive.

For $A$, the lemma applies to $n^{4/3}$, which is continuous and is nonzero wherever $n$ is.

For $B$, it applies to $\|\nabla n\|$, provided that the gradient is nonzero somewhere. Suppose that it vanished everywhere. Then $n$ would be constant, with the positive value it takes at some point $x_0$. The function $n^{4/3}$ would also be a positive constant, whose integral over all of space is infinite, contrary to the assumption that $A$ is finite.

The theorem `integrals_pos` carries out this argument. It works with the derivative `fderiv`, whose norm equals that of the gradient, and uses `integrable_const_iff`: a constant is integrable only if it is zero or the total volume is finite. Both alternatives are excluded. The main theorem is then `forall_bound_iff` applied to the two integrals.

## Slowly varying densities

The ratio $B/A$ is the average of $\|\nabla n\|/n^{4/3}$ with weight $n^{4/3}$, taken where $n>0$, so it measures how strongly the density varies on its own local length scale. If $B\le\delta A$, then $\delta$ must be positive, because $A$ and $B$ are. Monotonicity of the fourth root gives
$$(3cB)^{1/4}A^{3/4}\le(3c\delta A)^{1/4}A^{3/4}=(3c\delta)^{1/4}A.$$
Inserting this into the parameter-free bound proves `slowly_varying_bound`. The Lean proof takes the same two steps: it compares the fourth roots with `Real.rpow_le_rpow`, then recombines the powers $1/4$ and $3/4$ of $A$.

A limiting case shows what happens to the gradient correction. Stretch a fixed admissible density by a factor $\lambda>0$, setting $n_\lambda(x)=n(x/\lambda)$. This keeps the values of the density and multiplies the number of electrons, where it is finite, by $\lambda^3$. The local-density integral becomes $\lambda^3A$ and the gradient integral becomes $\lambda^2B$, so one may take $\delta=B/(\lambda A)$. The coefficient of the local-density integral is then
$$a+\frac43\left(\frac{3cB}{\lambda A}\right)^{1/4},$$
which tends to $a$ as $\lambda\to\infty$. The correction to this coefficient fades only as $\lambda^{-1/4}$: halving it requires stretching the density sixteenfold. This is the behaviour of the bound; the energy itself may approach its slowly varying limit faster. The optimal parameter tends to zero at the same rate.
